# The 2s–2p Uehling integral is over 4000 times larger at β = 3/2 than at β = 274

Take a single Yukawa potential \(e^{-xr}/r\), with \(r\) in units of the atom's own Bohr radius (set by its reduced mass and nuclear charge) and \(x\ge 0\) the inverse range in the matching unit. Its expectation value in the hydrogenic 2s state exceeds that in the 2p state by

\[
D(x)=\frac{x^2}{2(1+x)^4}.
\]

At \(x=0\) the potential is Coulombic and the difference vanishes. At \(x=3/2\) it is \(0.0288\), and at \(x=274\) it is about \(6.6\times10^{-6}\), smaller by a factor of about 4400. The Uehling potential, which describes one-loop vacuum polarization, is a weighted superposition of such Yukawa terms, and a strong contrast remains after integration over the weight.

## Bounds on the spectral integral

Let \(m_e\) be the electron mass, \(m_r\) the reduced mass of the atom, \(Z\) the nuclear charge number and \(\alpha\) the fine-structure constant, in units with \(\hbar=c=1\). Define

\[
\beta=\frac{2m_e}{Z\alpha m_r},\qquad
w(t)=\Bigl(1+\frac1{2t^2}\Bigr)\frac{\sqrt{t^2-1}}{t^2},
\]

\[
I(\beta)=\int_1^\infty w(t)\,\frac{(\beta t)^2}{(1+\beta t)^4}\,dt
=2\int_1^\infty w(t)\,D(\beta t)\,dt .
\]

The weight \(w\) stands for the spectrum of virtual electron–positron pairs: the term labelled \(t\) has Yukawa mass \(2m_et\), and \(t=1\) is the pair threshold. The atom's Bohr radius is \(1/(Z\alpha m_r)\), so in units of its inverse this mass is \(x=\beta t\). For every \(\beta>0\),

\[
\frac{2\beta^2}{5(1+\beta)^4}\le I(\beta)\le\frac{2}{5\beta^2}.
\]

It follows that \(I(3/2)\ge 1/100\), that \(I(3/2)>4000\,I(274)\), and that \(\beta^2I(\beta)\to2/5\) as \(\beta\to\infty\). The two arguments are rounded values for muonic and ordinary hydrogen.

## Contact terms and quadrature checks

A code that replaces the Uehling potential by a contact term at the nucleus relies on \(\beta\) being large. For the first-order 2s–2p shift with non-relativistic, point-nucleus orbitals, this amounts to replacing \(I(\beta)\) by \(2/(5\beta^2)\). The ratio of the lower bound to the upper is \((\beta/(1+\beta))^4\). At \(\beta=274\) this is about \(0.986\), so the replacement overestimates \(I\) by at most 1.5%. At \(\beta=3/2\) it is \(0.13\), and the bounds give no such assurance.

The same bounds test a quadrature routine for \(I\): a result outside them, beyond numerical error, signals a fault in the implementation. A result inside them does not show that the routine is correct, or that β was computed correctly.

## From radial moments to the bounds

The normalised radial functions are

\[
R_{2s}=\frac{(1-r/2)e^{-r/2}}{\sqrt2},\qquad
R_{2p}=\frac{r\,e^{-r/2}}{2\sqrt6}.
\]

With the volume factor \(r^2\), the integrand for the splitting is

\[
(R_{2s}^2-R_{2p}^2)\frac{e^{-xr}}r r^2
=\Bigl(\frac r2-\frac{r^2}2+\frac{r^3}{12}\Bigr)e^{-(1+x)r}.
\]

Put \(s=1+x\) and use \(\int_0^\infty r^ne^{-sr}dr=n!/s^{n+1}\):

\[
D(x)=\frac1{2s^2}-\frac1{s^3}+\frac1{2s^4}
=\frac{(s-1)^2}{2s^4}=\frac{x^2}{2(1+x)^4}.
\]

For the spectral moment, set \(u=\sqrt{1-1/t^2}\). Then \(\sqrt{t^2-1}=tu\), \(1/t^2=1-u^2\) and \(dt/t^3=u\,du\), so

\[
\int_1^\infty\frac{w(t)}{t^2}dt
=\int_0^1\frac{3u^2-u^4}{2}\,du
=\Bigl[\frac{u^3}{2}-\frac{u^5}{10}\Bigr]_0^1=\frac25.
\]

For \(t>1\) we have \(\beta t\le1+\beta t\le t(1+\beta)\). Taking fourth powers gives

\[
\frac{\beta^2}{(1+\beta)^4t^2}
\le\frac{(\beta t)^2}{(1+\beta t)^4}
\le\frac1{\beta^2t^2}.
\]

Multiplying by \(w(t)\ge0\) and integrating gives the bounds on \(I\). Numerically, \(I(3/2)\ge72/3125=0.02304\), while \(4000\,I(274)\le8000/375380<0.0214\). Multiplying the bounds by \(\beta^2\) places \(\beta^2I(\beta)\) between \(\tfrac25(\beta/(1+\beta))^4\) and \(\tfrac25\), which gives the limit.

One slip in the derivation removes the effect. The loop particle is an electron in both atoms, so \(m_e\) stays in the numerator of \(\beta\) when a muon replaces the orbiting electron; only \(m_r\) changes. Putting the muon mass in both places gives \(\beta\) near 300 instead of 3/2.

## The Lean file

```lean
import Mathlib

open MeasureTheory Set Filter Topology

namespace UehlingLambShift

noncomputable section

/-- The hydrogenic 2s radial function, with the radius in units of the Bohr radius. -/
def radial2s (r : ℝ) : ℝ := (1 - r / 2) * Real.exp (-r / 2) / Real.sqrt 2

/-- The hydrogenic 2p radial function, with the radius in units of the Bohr radius. -/
def radial2p (r : ℝ) : ℝ := r * Real.exp (-r / 2) / (2 * Real.sqrt 6)

/-- The difference of the 2s and 2p expectation values of the Yukawa potential `exp (-x r) / r`. -/
def yukawaSplitting (x : ℝ) : ℝ :=
  ∫ r in Ioi (0 : ℝ), (radial2s r ^ 2 - radial2p r ^ 2) * (Real.exp (-(x * r)) / r) * r ^ 2

/-- The one-loop vacuum-polarization weight of the Yukawa potential with mass `2 m_e t`. -/
def spectralWeight (t : ℝ) : ℝ := (1 + 1 / (2 * t ^ 2)) * Real.sqrt (t ^ 2 - 1) / t ^ 2

/-- The dimensionless Uehling integral `I(β)`, with `β = 2 m_e / (Z α m_r)`. -/
def uehlingIntegral (β : ℝ) : ℝ :=
  ∫ t in Ioi (1 : ℝ), spectralWeight t * ((β * t) ^ 2 / (1 + β * t) ^ 4)

/-- The radial moments of a decaying exponential exist and equal `n! / s ^ (n + 1)`. -/
theorem exp_moment (n : ℕ) {s : ℝ} (hs : 0 < s) :
    Integrable (fun r : ℝ => r ^ n * Real.exp (-(s * r))) (volume.restrict (Ioi 0)) ∧
      ∫ r in Ioi (0 : ℝ), r ^ n * Real.exp (-(s * r)) = (n.factorial : ℝ) / s ^ (n + 1) := by
  have h := Real.integral_rpow_mul_exp_neg_mul_Ioi (a := (n : ℝ) + 1) (r := s)
    (by positivity) hs
  have hp : (1 / s) ^ ((n : ℝ) + 1) = (1 / s) ^ (n + 1) := by
    exact_mod_cast Real.rpow_natCast (1 / s) (n + 1)
  rw [Real.Gamma_nat_eq_factorial, hp] at h
  simp only [add_sub_cancel_right, Real.rpow_natCast] at h
  constructor
  · -- a non-integrable function would have integral zero
    by_contra hc
    rw [integral_undef hc] at h
    have : 0 < (1 / s) ^ (n + 1) * (n.factorial : ℝ) := by positivity
    linarith
  · rw [h, one_div, inv_pow, div_eq_mul_inv, mul_comm]

/-- For `x ≥ 0`, the difference of the 2s and 2p expectation values of the Yukawa potential `exp (-x
r) / r` equals `x² / (1 + x)⁴ / 2`. -/
theorem yukawaSplitting_eq {x : ℝ} (hx : 0 ≤ x) :
    yukawaSplitting x = x ^ 2 / (1 + x) ^ 4 / 2 := by
  have hs : 0 < 1 + x := by linarith
  obtain ⟨i1, e1⟩ := exp_moment 1 hs
  obtain ⟨i2, e2⟩ := exp_moment 2 hs
  obtain ⟨i3, e3⟩ := exp_moment 3 hs
  -- expand the density difference in powers of the radius
  have hc : yukawaSplitting x = ∫ r in Ioi (0 : ℝ),
      ((1 / 2 * (r ^ 1 * Real.exp (-((1 + x) * r))) - 1 / 2 * (r ^ 2 * Real.exp (-((1 + x) * r))))
        + 1 / 12 * (r ^ 3 * Real.exp (-((1 + x) * r)))) := by
    unfold yukawaSplitting
    refine setIntegral_congr_fun measurableSet_Ioi fun r hr => ?_
    have hr0 : r ≠ 0 := (mem_Ioi.mp hr).ne'
    have hexp : Real.exp (-((1 + x) * r)) = Real.exp (-r / 2) ^ 2 * Real.exp (-(x * r)) := by
      rw [pow_two, ← Real.exp_add, ← Real.exp_add]
      congr 1
      ring
    have s2 : Real.sqrt 2 ^ 2 = 2 := Real.sq_sqrt (by norm_num)
    have s6 : Real.sqrt 6 ^ 2 = 6 := Real.sq_sqrt (by norm_num)
    simp only [radial2s, radial2p, div_pow, mul_pow, s2, s6, hexp]
    generalize Real.exp (-r / 2) = a
    generalize Real.exp (-(x * r)) = b
    field_simp
    ring
  have j12 : Integrable (fun r : ℝ => 1 / 2 * (r ^ 1 * Real.exp (-((1 + x) * r)))
      - 1 / 2 * (r ^ 2 * Real.exp (-((1 + x) * r)))) (volume.restrict (Ioi 0)) :=
    (i1.const_mul _).sub (i2.const_mul _)
  rw [hc, integral_add j12 (i3.const_mul _), integral_sub (i1.const_mul _) (i2.const_mul _),
    integral_const_mul, integral_const_mul, integral_const_mul, e1, e2, e3]
  norm_num [Nat.factorial]
  field_simp
  ring

/-- For `β > 0`, the Uehling integral is twice the integral over `t > 1` of the spectral weight
times the 2s-2p Yukawa splitting at `β t`. -/
theorem uehlingIntegral_eq_splitting {β : ℝ} (hβ : 0 < β) :
    uehlingIntegral β = 2 * ∫ t in Ioi (1 : ℝ), spectralWeight t * yukawaSplitting (β * t) := by
  rw [← integral_const_mul]
  unfold uehlingIntegral
  refine setIntegral_congr_fun measurableSet_Ioi fun t ht => ?_
  have ht0 : 0 < t := lt_trans one_pos (mem_Ioi.mp ht)
  simp only [yukawaSplitting_eq (mul_pos hβ ht0).le]
  ring

/-- The vacuum-polarization weight is nowhere negative. -/
theorem spectralWeight_nonneg (t : ℝ) : 0 ≤ spectralWeight t := by
  unfold spectralWeight
  positivity

/-- The inverse-square moment of the vacuum-polarization spectrum exists and equals `2/5`. -/
theorem spectral_moment :
    Integrable (fun t : ℝ => spectralWeight t / t ^ 2) (volume.restrict (Ioi 1)) ∧
      ∫ t in Ioi (1 : ℝ), spectralWeight t / t ^ 2 = 2 / 5 := by
  -- the antiderivative, as a function of v = 1/t
  let P : ℝ → ℝ := fun v =>
    Real.sqrt (1 - v * v) * ((1 - v * v) / 2 - (1 - v * v) * (1 - v * v) / 10)
  have hP : Continuous P := by
    dsimp only [P]
    fun_prop
  have hcont : ContinuousWithinAt (fun t : ℝ => P t⁻¹) (Ici 1) 1 :=
    (hP.continuousAt.comp (continuousAt_inv₀ one_ne_zero)).continuousWithinAt
  have hlim : Tendsto (fun t : ℝ => P t⁻¹) atTop (𝓝 (2 / 5)) := by
    have h0 : P 0 = 2 / 5 := by norm_num [P]
    rw [← h0]
    exact (hP.tendsto 0).comp tendsto_inv_atTop_zero
  have key : ∀ a u y : ℝ, 0 < u → u ^ 2 = y → 2 * a / (2 * u) * y = a * u := by
    intro a u y hu hy
    subst hy
    field_simp
  have hder : ∀ t ∈ Ioi (1 : ℝ),
      HasDerivAt (fun t : ℝ => P t⁻¹) (spectralWeight t / t ^ 2) t := by
    intro t ht
    have ht1 : 1 < t := ht
    have ht0 : 0 < t := by linarith
    have hv : t⁻¹ < 1 := inv_lt_one_of_one_lt₀ ht1
    have hvp : 0 < t⁻¹ := inv_pos.mpr ht0
    have hy : 0 < 1 - t⁻¹ * t⁻¹ := by nlinarith
    have hi := hasDerivAt_inv ht0.ne'
    have h1 : HasDerivAt (fun t : ℝ => 1 - t⁻¹ * t⁻¹) (2 * t⁻¹ ^ 3) t :=
      ((hi.fun_mul hi).const_sub 1).congr_deriv (by ring)
    have h2 := h1.sqrt hy.ne'
    have h3 := h2.fun_mul ((h1.div_const 2).fun_sub ((h1.fun_mul h1).div_const 10))
    have hs : Real.sqrt (t ^ 2 - 1) = t * Real.sqrt (1 - t⁻¹ * t⁻¹) := by
      have e : t ^ 2 - 1 = t ^ 2 * (1 - t⁻¹ * t⁻¹) := by field_simp
      rw [e, Real.sqrt_mul (sq_nonneg t), Real.sqrt_sq ht0.le]
    have hw : spectralWeight t / t ^ 2
        = t⁻¹ ^ 3 * Real.sqrt (1 - t⁻¹ * t⁻¹) * (1 + t⁻¹ * t⁻¹ / 2) := by
      unfold spectralWeight
      rw [hs]
      generalize Real.sqrt (1 - t⁻¹ * t⁻¹) = u
      field_simp
    have k := key (t⁻¹ ^ 3) _ _ (Real.sqrt_pos.mpr hy) (Real.sq_sqrt hy.le)
    refine h3.congr_deriv ?_
    rw [hw]
    linear_combination (1 / 2 - (1 - t⁻¹ * t⁻¹) / 10) * k
  have hpos : ∀ t ∈ Ioi (1 : ℝ), 0 ≤ spectralWeight t / t ^ 2 := fun t _ =>
    div_nonneg (spectralWeight_nonneg t) (sq_nonneg t)
  refine ⟨integrableOn_Ioi_deriv_of_nonneg hcont hder hpos hlim, ?_⟩
  rw [integral_Ioi_of_hasDerivAt_of_nonneg hcont hder hpos hlim]
  norm_num [P]

/-- For `t > 1` the splitting kernel lies between two multiples of `1 / t²`. -/
theorem kernel_bounds {β t : ℝ} (hβ : 0 < β) (ht : 1 < t) :
    β ^ 2 / (1 + β) ^ 4 / t ^ 2 ≤ (β * t) ^ 2 / (1 + β * t) ^ 4 ∧
      (β * t) ^ 2 / (1 + β * t) ^ 4 ≤ 1 / β ^ 2 / t ^ 2 := by
  have ht0 : 0 < t := by linarith
  have hx : 0 < β * t := mul_pos hβ ht0
  constructor
  · have h : (1 + β * t) ^ 4 ≤ (t * (1 + β)) ^ 4 :=
      pow_le_pow_left₀ (by positivity) (by nlinarith) 4
    have h' := mul_le_mul_of_nonneg_left h (sq_nonneg β)
    rw [div_div, div_le_div_iff₀ (by positivity) (by positivity)]
    calc β ^ 2 * (1 + β * t) ^ 4 ≤ β ^ 2 * (t * (1 + β)) ^ 4 := h'
      _ = (β * t) ^ 2 * ((1 + β) ^ 4 * t ^ 2) := by ring
  · have h : (β * t) ^ 4 ≤ (1 + β * t) ^ 4 := pow_le_pow_left₀ hx.le (by linarith) 4
    rw [div_div, div_le_div_iff₀ (by positivity) (by positivity)]
    calc (β * t) ^ 2 * (β ^ 2 * t ^ 2) = (β * t) ^ 4 := by ring
      _ ≤ 1 * (1 + β * t) ^ 4 := by linarith

/-- For every `β > 0` the Uehling integral lies between `2β² / (5 (1 + β)⁴)` and `2 / (5β²)`. -/
theorem uehlingIntegral_bounds {β : ℝ} (hβ : 0 < β) :
    2 * β ^ 2 / (5 * (1 + β) ^ 4) ≤ uehlingIntegral β ∧
      uehlingIntegral β ≤ 2 / (5 * β ^ 2) := by
  obtain ⟨hm, em⟩ := spectral_moment
  have hup : ∀ t ∈ Ioi (1 : ℝ), spectralWeight t * ((β * t) ^ 2 / (1 + β * t) ^ 4)
      ≤ 1 / β ^ 2 * (spectralWeight t / t ^ 2) := fun t ht =>
    (mul_le_mul_of_nonneg_left (kernel_bounds hβ ht).2 (spectralWeight_nonneg t)).trans_eq
      (by ring)
  have hlo : ∀ t ∈ Ioi (1 : ℝ), β ^ 2 / (1 + β) ^ 4 * (spectralWeight t / t ^ 2)
      ≤ spectralWeight t * ((β * t) ^ 2 / (1 + β * t) ^ 4) := fun t ht =>
    le_trans (le_of_eq (by ring))
      (mul_le_mul_of_nonneg_left (kernel_bounds hβ ht).1 (spectralWeight_nonneg t))
  -- the upper bound dominates the integrand, which is therefore integrable
  have hint : Integrable (fun t : ℝ => spectralWeight t * ((β * t) ^ 2 / (1 + β * t) ^ 4))
      (volume.restrict (Ioi 1)) := by
    refine Integrable.mono' (hm.const_mul (1 / β ^ 2)) ?_ ?_
    · apply Measurable.aestronglyMeasurable
      unfold spectralWeight
      fun_prop
    · refine (ae_restrict_iff' measurableSet_Ioi).mpr (Eventually.of_forall fun t ht => ?_)
      rw [Real.norm_of_nonneg (mul_nonneg (spectralWeight_nonneg t) (by positivity))]
      exact hup t ht
  constructor
  · have h := setIntegral_mono_on (hm.const_mul (β ^ 2 / (1 + β) ^ 4)) hint measurableSet_Ioi hlo
    rw [integral_const_mul, em] at h
    refine le_trans (le_of_eq ?_) h
    field_simp
  · have h := setIntegral_mono_on hint (hm.const_mul (1 / β ^ 2)) measurableSet_Ioi hup
    rw [integral_const_mul, em] at h
    refine le_trans h (le_of_eq ?_)
    field_simp

/-- The Uehling integral at `β = 3/2` is at least `1/100`, and it exceeds 4000 times the integral at
`β = 274`. -/
theorem muonic_enhancement :
    1 / 100 ≤ uehlingIntegral (3 / 2) ∧
      4000 * uehlingIntegral 274 < uehlingIntegral (3 / 2) := by
  have h1 := (uehlingIntegral_bounds (β := 3 / 2) (by norm_num)).1
  have h2 := (uehlingIntegral_bounds (β := 274) (by norm_num)).2
  norm_num at h1 h2
  constructor <;> linarith

/-- As `β` tends to infinity, `β² I(β)` tends to `2/5`. -/
theorem uehlingIntegral_asymptotic :
    Tendsto (fun β : ℝ => β ^ 2 * uehlingIntegral β) atTop (𝓝 (2 / 5)) := by
  have h : Tendsto (fun b : ℝ => 2 / 5 * ((1 + b⁻¹)⁻¹) ^ 4) atTop
      (𝓝 (2 / 5 * ((1 + 0)⁻¹) ^ 4)) :=
    (((tendsto_inv_atTop_zero.const_add 1).inv₀ (by norm_num)).pow 4).const_mul _
  have e : (2 / 5 * ((1 + 0)⁻¹) ^ 4 : ℝ) = 2 / 5 := by norm_num
  rw [e] at h
  -- squeeze between the two bounds
  refine tendsto_of_tendsto_of_tendsto_of_le_of_le' h tendsto_const_nhds ?_ ?_
  · filter_upwards [eventually_gt_atTop (0 : ℝ)] with b hb
    have e1 : (1 + b⁻¹)⁻¹ = b / (1 + b) := by
      have : 1 + b⁻¹ = (1 + b) / b := by
        field_simp
        ring
      rw [this, inv_div]
    calc 2 / 5 * ((1 + b⁻¹)⁻¹) ^ 4 = b ^ 2 * (2 * b ^ 2 / (5 * (1 + b) ^ 4)) := by
          rw [e1, div_pow]
          field_simp
      _ ≤ b ^ 2 * uehlingIntegral b :=
          mul_le_mul_of_nonneg_left (uehlingIntegral_bounds hb).1 (sq_nonneg b)
  · filter_upwards [eventually_gt_atTop (0 : ℝ)] with b hb
    calc b ^ 2 * uehlingIntegral b ≤ b ^ 2 * (2 / (5 * b ^ 2)) :=
          mul_le_mul_of_nonneg_left (uehlingIntegral_bounds hb).2 (sq_nonneg b)
      _ = 2 / 5 := by field_simp

end

end UehlingLambShift
```

```lean
#print axioms UehlingLambShift.uehlingIntegral_eq_splitting
#print axioms UehlingLambShift.muonic_enhancement
#print axioms UehlingLambShift.uehlingIntegral_asymptotic
```

```
'UehlingLambShift.uehlingIntegral_eq_splitting' depends on axioms: [propext, Classical.choice, Quot.sound]
'UehlingLambShift.muonic_enhancement' depends on axioms: [propext, Classical.choice, Quot.sound]
'UehlingLambShift.uehlingIntegral_asymptotic' depends on axioms: [propext, Classical.choice, Quot.sound]
```

## How the Lean statements match the physics

`radial2s` and `radial2p` are the two functions above, and `yukawaSplitting x` is the radial integral \(D(x)\), taken as 2s minus 2p for a positive Yukawa potential. `spectralWeight` is \(w\), and `uehlingIntegral` is \(I\). All arguments are real numbers; `Ioi 0` and `Ioi 1` are the open half-lines of integration.

`exp_moment` supplies the factorial moments together with integrability. The latter comes from the positive value of the integral, since Lean assigns the value zero to the integral of a non-integrable function. `yukawaSplitting_eq` expands the density difference, splits the integral into three moments and simplifies with `field_simp` and `ring`. `uehlingIntegral_eq_splitting` then substitutes \(x=\beta t\) under the spectral integral, which ties the definition of \(I\) to the orbitals.

`spectral_moment` writes the antiderivative as a function `P` of \(v=1/t\), which is continuous at \(v=0\), the image of \(t=\infty\). The derivative is non-negative, so the fundamental theorem on a half-line yields both integrability and the value \(2/5\). Only continuity is needed at the threshold \(t=1\).

`kernel_bounds` is the pointwise inequality. In `uehlingIntegral_bounds`, its upper half, `spectralWeight_nonneg` and the integrability from `spectral_moment` first show that the integrand of \(I\) is integrable; `setIntegral_mono_on` then integrates both halves. `muonic_enhancement` inserts the two values of \(\beta\), and `uehlingIntegral_asymptotic` squeezes \(\beta^2I(\beta)\) between the scaled bounds.

## Limits of the model: first order, point nucleus, rounded β

The theorems concern the dimensionless integral. The one-loop weight and the radial functions enter as definitions: the file derives neither \(w\) from QED nor the orbitals from the Schrödinger equation. The model is non-relativistic and first order in the Uehling potential, with a point nucleus. Finite nuclear size, higher loops and the electron or muon self-energy are absent.

The factor 4000 is a lower bound on a ratio of integrals, not of energies, and it is not sharp. In this model the textbook prefactor, which the file does not contain, gives

\[
E_{2p}-E_{2s}=\frac{\alpha(Z\alpha)^2m_r}{3\pi}\,I(\beta),
\]

so the energy ratio carries a further factor from the reduced masses. The sign reflects the attraction of the Uehling potential, which lowers 2s more than 2p.

The model could also have started from the Uehling potential as a function of \(r\), defined by its integral over \(t\), with the 2s and 2p expectation values taken afterwards. The theorem would then speak about the potential directly, but reducing it to \(I\) by the present route would take an exchange of the \(r\) and \(t\) integrals. The file places the spectral integral outside from the start and needs no exchange.
